# Without the Langer correction, the hydrogen WKB rule loses the degeneracy in l and puts every level too low

A WKB routine that applies the half-integer quantization rule to every $l$ and copies the centrifugal term $l(l+1)/(2r^2)$ from the radial Schrödinger equation gives hydrogen a 2s level at $-0.2222$ hartree and a 2p level at $-0.1365$ hartree. Both should be at $-0.125$. The gap is not a discretisation error, and no finer radial grid removes it.

## Levels of the shell N

Let $l$ be the orbital quantum number, $k$ the number of radial nodes and $N=k+l+1$ the principal quantum number. In atomic units, the half-integer quantization rule with angular momentum $L=\sqrt{l(l+1)}$ gives

$$E_l=-\frac{1}{2\nu_l^2},\qquad \nu_l=N-l-\tfrac12+\sqrt{l(l+1)},\qquad 0\le l<N.$$

These energies increase strictly with $l$, and all lie below the exact value $-1/(2N^2)$. With the Langer value $L=l+\tfrac12$, the same rule gives $-1/(2N^2)$ for every $l$.

## The centrifugal term in a semiclassical code

The result applies to a code that obtains hydrogen levels from the radial action integral and the half-integer rule. For one non-relativistic electron in a bare Coulomb field, the levels of a shell must coincide, and a splitting that rises with $l$ from below is what a missing Langer correction produces. The correction belongs to the WKB momentum, where $l(l+1)$ becomes $(l+\tfrac12)^2$. A solver that integrates the radial Schrödinger equation for $u(r)=rR(r)$ in the variable $r$, with $R$ the radial wavefunction, keeps $l(l+1)$. On a logarithmic grid, the substitution $r=e^x$, $u=e^{x/2}y$ produces $(l+\tfrac12)^2$ in the equation for $y(x)$. That term is exact and is not a WKB correction.

## From the action to the ordering

A bound Kepler orbit of energy $E<0$ and angular momentum $L$ has radial action, divided by $2\pi$,

$$I(E,L)=\frac{1}{\sqrt{-2E}}-L .$$

This is the closed form of $\frac{1}{2\pi}\oint p_r\,dr$, with $p_r$ the radial momentum and the integral taken over one full radial oscillation. The rule is $I=k+\tfrac12$, where the $\tfrac12$ stands for the phase lost at two smooth turning points.

**Solving for the energy.** The rule says $1/\sqrt{-2E}=\nu$ with $\nu=k+\tfrac12+L$. For $L\ge0$ this is positive, so squaring and inverting gives $E=-1/(2\nu^2)$, and this energy satisfies the rule. Setting $k=N-l-1$ and $L=\sqrt{l(l+1)}$ gives $\nu_l$.

**Upper bound.** Since $(l+\tfrac12)^2=l(l+1)+\tfrac14$, we have $\sqrt{l(l+1)}<l+\tfrac12$, and so $\nu_l<N$.

**Monotonicity.** Take $0\le a<b$ and write $s=\sqrt{a(a+1)}$. Then

$$b(b+1)-\bigl(s+b-a\bigr)^2=2(b-a)\bigl(a+\tfrac12-s\bigr)>0,$$

by the upper bound. Taking roots gives $s+b-a<\sqrt{b(b+1)}$, or $s-a<\sqrt{b(b+1)}-b$. Hence $\nu_l$ increases strictly with $l$.

**Energies.** For $0<\mu<\nu$ we have $-1/(2\mu^2)<-1/(2\nu^2)$. Since $0<\nu_l<N$, the energies inherit both the ordering and the bound.

**Converse.** At the exact energy $-1/(2(k+l+1)^2)$ the action is $k+l+1-L$. It equals $k+\tfrac12$ exactly when $L=l+\tfrac12$.

## The second shell in numbers

For $N=2$ and $l=0$, $\nu_0=\tfrac32$ and $E_0=-\tfrac{2}{9}\approx-0.2222$. For $l=1$, $\nu_1=\tfrac12+\sqrt2\approx1.9142$, so $\nu_1^2=\tfrac94+\sqrt2\approx3.6642$ and $E_1\approx-0.1365$. Thus $E_0<E_1<-\tfrac18$, with a splitting of about $0.086$ hartree.

## The Lean file

```lean
import Mathlib

open Real

namespace HydrogenWithoutLanger

noncomputable section

/-- The hydrogen energy `-1/(2ν²)` in atomic units at effective quantum number `ν`. -/
def bohrEnergy (ν : ℝ) : ℝ := -1 / (2 * ν ^ 2)

/-- The radial action, divided by `2π`, of a bound Kepler orbit with energy `E` and
angular momentum `L`, in closed form and atomic units. -/
def radialAction (E L : ℝ) : ℝ := 1 / √(-2 * E) - L

/-- `E` is a semiclassical bound level with `k` radial nodes and angular momentum `L`:
it is negative and the radial action equals `k + 1/2`. -/
def IsLevel (L : ℝ) (k : ℕ) (E : ℝ) : Prop :=
  E < 0 ∧ radialAction E L = k + 1 / 2

/-- The angular momentum `√(l(l+1))` without the Langer correction. -/
def bareMomentum (l : ℝ) : ℝ := √(l * (l + 1))

/-- The energy `-1/(2ν²)` increases strictly with `ν > 0`. -/
theorem bohrEnergy_lt {μ ν : ℝ} (hμ : 0 < μ) (h : μ < ν) :
    bohrEnergy μ < bohrEnergy ν := by
  have h1 : 1 / (2 * ν ^ 2) < 1 / (2 * μ ^ 2) :=
    one_div_lt_one_div_of_lt (by positivity) (by nlinarith)
  unfold bohrEnergy
  rw [neg_div, neg_div]
  linarith

/-- At the energy `-1/(2ν²)` with `ν > 0` the radial action is `ν - L`. -/
theorem radialAction_bohrEnergy {ν : ℝ} (hν : 0 < ν) (L : ℝ) :
    radialAction (bohrEnergy ν) L = ν - L := by
  have h1 : -2 * bohrEnergy ν = (1 / ν) ^ 2 := by
    unfold bohrEnergy
    field_simp
  have h2 : (0 : ℝ) ≤ 1 / ν := by positivity
  unfold radialAction
  rw [h1, Real.sqrt_sq h2, one_div_one_div]

/-- Solving the quantization rule: the level with `k` radial nodes and angular momentum
`L ≥ 0` is `-1/(2(k + 1/2 + L)²)`. -/
theorem isLevel_iff {L : ℝ} (hL : 0 ≤ L) (k : ℕ) (E : ℝ) :
    IsLevel L k E ↔ E = bohrEnergy (k + 1 / 2 + L) := by
  constructor
  · rintro ⟨hE, h⟩
    have key : ∀ s : ℝ, 0 < s → bohrEnergy (1 / s) = -(s ^ 2) / 2 := by
      intro s hs
      unfold bohrEnergy
      field_simp
    have hpos : 0 < -2 * E := by linarith
    unfold radialAction at h
    -- the rule fixes the effective quantum number
    have hν : (k : ℝ) + 1 / 2 + L = 1 / √(-2 * E) := by linarith
    rw [hν, key _ (Real.sqrt_pos.mpr hpos), Real.sq_sqrt hpos.le]
    ring
  · intro h
    have hν : (0 : ℝ) < k + 1 / 2 + L := by positivity
    rw [h]
    refine ⟨?_, ?_⟩
    · unfold bohrEnergy
      exact div_neg_of_neg_of_pos (by norm_num) (by positivity)
    · rw [radialAction_bohrEnergy hν]
      ring

/-- For `l ≥ 0` the uncorrected angular momentum lies strictly below the Langer value `l + 1/2`. -/
theorem bareMomentum_lt {l : ℝ} (hl : 0 ≤ l) : bareMomentum l < l + 1 / 2 := by
  unfold bareMomentum
  rw [Real.sqrt_lt' (by linarith)]
  nlinarith

/-- The difference `√(l(l+1)) - l` increases strictly with `l ≥ 0`. -/
theorem bareMomentum_sub_lt {a b : ℝ} (ha : 0 ≤ a) (hab : a < b) :
    bareMomentum a - a < bareMomentum b - b := by
  have h1 := bareMomentum_lt ha
  have h2 : bareMomentum a ^ 2 = a * (a + 1) := Real.sq_sqrt (by positivity)
  have h3 : 0 < (b - a) * (a + 1 / 2 - bareMomentum a) :=
    mul_pos (by linarith) (by linarith)
  -- compare the squares of the two sides after moving `b` to the left
  have h4 : bareMomentum a + (b - a) < bareMomentum b := by
    apply Real.lt_sqrt_of_sq_lt
    nlinarith
  linarith

/-- Without the Langer correction the level of shell `N = k + l + 1` is
`-1/(2(N - l - 1/2 + √(l(l+1)))²)`. -/
theorem uncorrected_level_iff {N k l : ℕ} (h : k + l + 1 = N) (E : ℝ) :
    IsLevel (bareMomentum l) k E ↔
      E = -1 / (2 * ((N : ℝ) - l - 1 / 2 + √((l : ℝ) * (l + 1))) ^ 2) := by
  have hN : (k : ℝ) + l + 1 = N := by exact_mod_cast h
  have hν : (k : ℝ) + 1 / 2 + bareMomentum l
      = (N : ℝ) - l - 1 / 2 + √((l : ℝ) * (l + 1)) := by
    unfold bareMomentum
    linarith
  have hb : 0 ≤ bareMomentum (l : ℝ) := Real.sqrt_nonneg _
  rw [isLevel_iff hb, hν, bohrEnergy]

/-- Without the Langer correction the semiclassical levels `E l` of the shell `N` increase
strictly with `l` for `0 ≤ l < N`, and all of them lie below `-1/(2N²)`. -/
theorem degeneracy_lost (N : ℕ) (E : ℕ → ℝ)
    (hE : ∀ k l : ℕ, k + l + 1 = N → IsLevel (bareMomentum l) k (E l)) :
    StrictMonoOn E (Set.Iio N) ∧ ∀ l < N, E l < -1 / (2 * (N : ℝ) ^ 2) := by
  -- each level is given by a positive effective quantum number
  have level : ∀ l < N, E l = bohrEnergy (N - 1 / 2 + (bareMomentum l - l)) ∧
      0 < (N : ℝ) - 1 / 2 + (bareMomentum l - l) := by
    intro l hl
    obtain ⟨k, hk⟩ : ∃ k, k + l + 1 = N := ⟨N - 1 - l, by omega⟩
    have hN : (k : ℝ) + l + 1 = N := by exact_mod_cast hk
    have hb : 0 ≤ bareMomentum l := Real.sqrt_nonneg _
    have hk0 : (0 : ℝ) ≤ k := Nat.cast_nonneg k
    have hν : (k : ℝ) + 1 / 2 + bareMomentum l
        = (N : ℝ) - 1 / 2 + (bareMomentum l - l) := by linarith
    refine ⟨?_, by linarith⟩
    rw [← hν]
    exact (isLevel_iff hb k (E l)).mp (hE k l hk)
  constructor
  · intro a ha b hb hab
    obtain ⟨ea, pa⟩ := level a (Set.mem_Iio.mp ha)
    obtain ⟨eb, -⟩ := level b (Set.mem_Iio.mp hb)
    have hab' : (a : ℝ) < b := by exact_mod_cast hab
    have hd := bareMomentum_sub_lt (Nat.cast_nonneg a) hab'
    rw [ea, eb]
    exact bohrEnergy_lt pa (by linarith)
  · intro l hl
    obtain ⟨el, pl⟩ := level l hl
    have hd := bareMomentum_lt (Nat.cast_nonneg (α := ℝ) l)
    rw [el]
    exact bohrEnergy_lt pl (by linarith)

/-- For `N ≥ 2` no single energy satisfies the uncorrected rule for every `l` of the
shell. -/
theorem no_common_energy {N : ℕ} (hN : 2 ≤ N) :
    ¬ ∃ E : ℝ, ∀ k l : ℕ, k + l + 1 = N → IsLevel (bareMomentum l) k E := by
  rintro ⟨E, hE⟩
  have h := (degeneracy_lost N (fun _ => E) hE).1
  have h0 : (0 : ℕ) ∈ Set.Iio N := Set.mem_Iio.mpr (by omega)
  have h1 : (1 : ℕ) ∈ Set.Iio N := Set.mem_Iio.mpr (by omega)
  exact lt_irrefl E (h h0 h1 Nat.zero_lt_one)

/-- With the Langer value `l + 1/2` the rule gives `-1/(2N²)` for every `l` of the shell
`N = k + l + 1`. -/
theorem langer_level_iff {N k l : ℕ} (h : k + l + 1 = N) (E : ℝ) :
    IsLevel ((l : ℝ) + 1 / 2) k E ↔ E = -1 / (2 * (N : ℝ) ^ 2) := by
  have hN : (k : ℝ) + l + 1 = N := by exact_mod_cast h
  have hν : (k : ℝ) + 1 / 2 + ((l : ℝ) + 1 / 2) = N := by linarith
  rw [isLevel_iff (by positivity), hν, bohrEnergy]

/-- An angular momentum `L` in the rule reproduces the energy `-1/(2(k + l + 1)²)` with `k`
radial nodes exactly when `L = l + 1/2`. -/
theorem exact_iff_langer (k l : ℕ) (L : ℝ) :
    IsLevel L k (bohrEnergy ((k : ℝ) + l + 1)) ↔ L = l + 1 / 2 := by
  have hν : (0 : ℝ) < (k : ℝ) + l + 1 := by positivity
  constructor
  · rintro ⟨-, h⟩
    rw [radialAction_bohrEnergy hν] at h
    linarith
  · intro h
    refine ⟨?_, ?_⟩
    · unfold bohrEnergy
      exact div_neg_of_neg_of_pos (by norm_num) (by positivity)
    · rw [radialAction_bohrEnergy hν, h]
      ring

end

end HydrogenWithoutLanger
```

```lean
#print axioms HydrogenWithoutLanger.uncorrected_level_iff
-- 'HydrogenWithoutLanger.uncorrected_level_iff' depends on axioms: [propext, Classical.choice, Quot.sound]
#print axioms HydrogenWithoutLanger.no_common_energy
-- 'HydrogenWithoutLanger.no_common_energy' depends on axioms: [propext, Classical.choice, Quot.sound]
#print axioms HydrogenWithoutLanger.langer_level_iff
-- 'HydrogenWithoutLanger.langer_level_iff' depends on axioms: [propext, Classical.choice, Quot.sound]
#print axioms HydrogenWithoutLanger.exact_iff_langer
-- 'HydrogenWithoutLanger.exact_iff_langer' depends on axioms: [propext, Classical.choice, Quot.sound]
```

## The rule and the shell as Lean statements

`radialAction E L` is $I(E,L)$, and `bohrEnergy ν` is $-1/(2\nu^2)$. `IsLevel L k E` says that $E$ is negative and satisfies the rule with $k$ nodes. `bareMomentum l` is $\sqrt{l(l+1)}$, defined for real $l$ so that the inequalities can be proved for real arguments; the shell theorems use natural numbers.

`uncorrected_level_iff` gives the energy formula in both directions: the stated energy is a level, and it is the only one for that $k$ and $l$. `degeneracy_lost` takes a function `E` whose value at each $l$ of the shell is the uncorrected level. It concludes that `E` is strictly increasing on `Set.Iio N`, the set $\{0,\dots,N-1\}$, and that its values there lie below $-1/(2N^2)$. For $N=1$ there is one level, at $-2$ instead of $-\tfrac12$, and nothing to split; `no_common_energy` therefore assumes $N\ge2$.

`langer_level_iff` is the corrected case. `exact_iff_langer` is the converse, for any real $L$.

## How the proofs follow the algebra

`isLevel_iff` solves the rule: one direction reads $\nu$ off the action and squares the root, the other substitutes the energy back through `radialAction_bohrEnergy`. `bareMomentum_lt` squares the upper bound. In `bareMomentum_sub_lt`, the step `h3` is half of the positive product displayed above, and `nlinarith` uses it to compare the squares.

`degeneracy_lost` first writes each $\nu_l$ as $N-\tfrac12+(\sqrt{l(l+1)}-l)$ and shows it positive. It then combines the two inequalities with `bohrEnergy_lt`. `no_common_energy` applies this to a constant function: comparing $l=0$ with $l=1$ would give $E<E$.

## An assumed action, for the Coulomb potential only

The closed form of the action is a definition in the file, not evaluated from the integral, and the half-integer rule is likewise postulated. At $l=0$ the uncorrected $L$ vanishes and the inner turning point moves to the origin, where $p_r$ diverges instead of vanishing. The argument of two smooth turning points does not cover this case; the uncorrected s levels given here follow from applying the rule unchanged.

The exact spectrum enters as the formula $-1/(2N^2)$, without a Schrödinger operator behind it. The theorems therefore fix what this rule yields for nuclear charge 1 and a fixed nucleus. They do not derive the Langer correction from the wave equation, and they give no error bound for screened or molecular potentials.
